# A two-dot Kitaev chain with equal hopping and pairing loses its parity degeneracy only when both dots are detuned

A scan that detunes one dot of a two-dot Kitaev chain can mislead. If hopping and pairing have the same strength $t$ and the level of the other dot stays at the chemical potential of the superconductor, the lowest odd and even energies are equal along the whole scan. Without knowing how the splitting depends on both levels, one may conclude that the degeneracy withstands detuning in general. Shift both levels away from the chemical potential by the same small amount $s$ and it splits, by about $s^2/(2t)$.

Let $a$ and $b$ be the dot levels, measured from the chemical potential of the superconductor that couples the dots, and let $t>0$ be the common strength of hopping and pairing. Write $E_o$ and $E_e$ for the lowest odd and even energies. Then $E_o=E_e$ exactly when $ab=0$, and always $|E_o-E_e|\le |ab|/(2t)$. For experiments that look for Majorana-like states in such devices, this says what a one-dot scan can show within a non-interacting, spinless two-site model.

## Hopping equals pairing, and the dots do not repel each other

These assumptions are built into the matrices. With one spinless orbital per dot, the odd states are "electron on the first dot" and "electron on the second dot", with energies $a$ and $b$, coupled by hopping. The even states are "both empty" and "both filled", with energies $0$ and $a+b$, coupled by pairing:

$$H_o=\begin{pmatrix}a&t\\t&b\end{pmatrix},\qquad H_e=\begin{pmatrix}0&t\\t&a+b\end{pmatrix}.$$

```lean
import Mathlib

open Matrix

namespace TwoDotKitaevChain

noncomputable section

/-- The odd-parity block: one electron on either dot, with levels `a` and `b`,
and hopping amplitude `t`. -/
def oddBlock (a b t : ℝ) : Matrix (Fin 2) (Fin 2) ℝ := !![a, t; t, b]

/-- The even-parity block: both dots empty or both filled, coupled by a pairing
amplitude equal to the hopping `t`. -/
def evenBlock (a b t : ℝ) : Matrix (Fin 2) (Fin 2) ℝ := !![0, t; t, a + b]
```

The file starts from these two real blocks; it does not derive them from a Hamiltonian on Fock space. Spin, longer chains and further levels on a dot are absent.

The derivation uses the assumptions twice. Both blocks have trace $a+b$, so their mean levels agree, and both have the same coupling, so $t^2$ cancels when their squared level spacings are subtracted. In the proof, this happens in `splitting_formula`.

Each assumption matters already at $a=b=0$. If the pairing is $\Delta$ instead of $t$, the lowest energies there are $-|t|$ and $-|\Delta|$, which differ unless the two magnitudes agree. If the doubly filled state costs an extra energy $U$, the lowest even energy becomes $U/2-\sqrt{U^2/4+t^2}$, which for $t>0$ equals $-t$ only when $U=0$.

## The energies compared are the lowest of each block

The hypotheses `ho` and `he` say that `Eo` and `Ee` are the ground-state energies in the two parity sectors. `IsLowestEnergy H E` means that $E$ is the least real number with a nonzero real eigenvector of $H$. No formula for the energy is built into the definition. The formula that will be derived uses half the level spacing,

$$R(d)=\sqrt{(d/2)^2+t^2},$$

where $d$ is the difference of the two diagonal entries. In Lean this is `halfGap d t`.

```lean
/-- `E` is the lowest energy of the block `H`: the least real number that belongs to
a nonzero eigenvector. -/
def IsLowestEnergy (H : Matrix (Fin 2) (Fin 2) ℝ) (E : ℝ) : Prop :=
  IsLeast {x : ℝ | ∃ v : Fin 2 → ℝ, v ≠ 0 ∧ H *ᵥ v = x • v} E

/-- Half the spacing of two levels with detuning `d` and coupling `t`. -/
def halfGap (d t : ℝ) : ℝ := √((d / 2) ^ 2 + t ^ 2)
```

Both blocks have the form $\begin{pmatrix}p&t\\t&q\end{pmatrix}$. For an eigenvector $(v_0,v_1)$ with energy $E$, the two rows read

$$(E-p)v_0=t\,v_1,\qquad (E-q)v_1=t\,v_0.$$

Multiply the first by $E-q$ and insert the second: $(E-p)(E-q)v_0=t^2v_0$. In the same way, $(E-p)(E-q)v_1=t^2v_1$. One amplitude is nonzero, so

$$(E-p)(E-q)=t^2.$$

Conversely, if this equation holds, $(t,E-p)$ is an eigenvector. The first row gives $pt+t(E-p)=Et$, and the second gives $t^2+q(E-p)=E(E-p)$. The vector is nonzero because $t>0$.

`energy_iff` follows these steps. In the forward direction it supposes that the secular equation fails; the two rows, combined by `linear_combination`, then force `v 0` and `v 1` to vanish. In the backward direction it supplies the vector `![t, E - p]`.

```lean
/-- Secular equation: for `t > 0`, the number `E` is an energy of two levels `p`, `q`
coupled by `t` exactly when `(E - p)(E - q) = t²`. -/
theorem energy_iff {p q t E : ℝ} (ht : 0 < t) :
    (∃ v : Fin 2 → ℝ, v ≠ 0 ∧ !![p, t; t, q] *ᵥ v = E • v) ↔
      (E - p) * (E - q) = t ^ 2 := by
  constructor
  · rintro ⟨v, hv, h⟩
    have h0 : p * v 0 + t * v 1 = E * v 0 := by
      simpa [Matrix.mulVec, dotProduct, Fin.sum_univ_two] using congrFun h 0
    have h1 : t * v 0 + q * v 1 = E * v 1 := by
      simpa [Matrix.mulVec, dotProduct, Fin.sum_univ_two] using congrFun h 1
    by_contra hne
    have hd : (E - p) * (E - q) - t ^ 2 ≠ 0 := sub_ne_zero.mpr hne
    -- a nonzero determinant forces both amplitudes to vanish
    have hx : v 0 = 0 := by
      have h2 : ((E - p) * (E - q) - t ^ 2) * v 0 = 0 := by
        linear_combination (-(E - q)) * h0 - t * h1
      exact (mul_eq_zero.mp h2).resolve_left hd
    have hy : v 1 = 0 := by
      have h2 : ((E - p) * (E - q) - t ^ 2) * v 1 = 0 := by
        linear_combination (-(E - p)) * h1 - t * h0
      exact (mul_eq_zero.mp h2).resolve_left hd
    apply hv
    ext i
    fin_cases i
    · exact hx
    · exact hy
  · intro h
    refine ⟨![t, E - p], ?_, ?_⟩
    · intro h0
      exact ht.ne' (by simpa using congrFun h0 0)
    · ext i
      fin_cases i
      · simp [Matrix.mulVec, dotProduct, Fin.sum_univ_two]
        ring
      · simp [Matrix.mulVec, dotProduct, Fin.sum_univ_two]
        linear_combination -h
```

Now let $m=(p+q)/2$ and $d=p-q$. Since $(E-p)(E-q)=(E-m)^2-(d/2)^2$, the secular equation becomes

$$(E-m)^2=(d/2)^2+t^2=R(d)^2,$$

so $E=m\pm R(d)$, and the lowest energy is $m-R(d)$.

`lowest_energy` proves the two halves of "least". First, $m-R(d)$ satisfies the secular equation. Second, any energy $x$ has $(m-x)^2\le R(d)^2$, hence $m-x\le R(d)$, which `Real.abs_le_sqrt` supplies. The theorem also shows that numbers satisfying `ho` and `he` exist for all real $a,b$ and every $t>0$.

```lean
/-- The lowest energy of two levels `p`, `q` coupled by `t > 0` is their mean minus
half the level spacing. -/
theorem lowest_energy (p q : ℝ) {t : ℝ} (ht : 0 < t) :
    IsLowestEnergy !![p, t; t, q] ((p + q) / 2 - halfGap (p - q) t) := by
  unfold IsLowestEnergy halfGap
  have hs := Real.sq_sqrt (show 0 ≤ ((p - q) / 2) ^ 2 + t ^ 2 by positivity)
  constructor
  · exact (energy_iff ht).mpr (by linear_combination hs)
  · intro x hx
    have h := (energy_iff ht).mp hx
    have h1 : ((p + q) / 2 - x) ^ 2 ≤ ((p - q) / 2) ^ 2 + t ^ 2 :=
      le_of_eq (by linear_combination h)
    have h2 := (le_abs_self _).trans (Real.abs_le_sqrt h1)
    linarith
```

If `Eo` and `Ee` could be arbitrary energies of their blocks, the result would fail: at $a=b=0$ one could compare $t$ with $-t$ and find a difference of $2t$ although $ab=0$. Comparing the highest energy of each block does work, as shown below.

## The coupling is positive

Physically, $t>0$ says that the dots are coupled, with a sign fixed by convention. We have already used it to make the eigenvector nonzero. Its main use is to keep the half spacings away from zero:

$$t\le R(d)\le t+\frac{|d|}{2}.$$

The left inequality follows from $t^2\le (d/2)^2+t^2$. The right one follows from $(t+|d|/2)^2=R(d)^2+t|d|\ge R(d)^2$. `halfGap_bounds` compares the same squares.

```lean
/-- For `t > 0`, half the level spacing lies between the coupling `t` and
`t + |d| / 2`, where `d` is the detuning. -/
theorem halfGap_bounds (d : ℝ) {t : ℝ} (ht : 0 < t) :
    t ≤ halfGap d t ∧ halfGap d t ≤ t + |d| / 2 := by
  unfold halfGap
  constructor
  · exact (le_abs_self t).trans (Real.abs_le_sqrt (by nlinarith [sq_nonneg (d / 2)]))
  · rw [Real.sqrt_le_iff]
    exact ⟨by positivity, by nlinarith [sq_abs d, mul_nonneg ht.le (abs_nonneg d)]⟩
```

For the odd block, $p=a$ and $q=b$. For the even block, $p=0$ and $q=a+b$, and $R(-(a+b))=R(a+b)$. The mean levels agree, so

$$E_o-E_e=\Big(\frac{a+b}{2}-R(a-b)\Big)-\Big(\frac{a+b}{2}-R(a+b)\Big)=R(a+b)-R(a-b).$$

The difference of the squares is

$$R(a+b)^2-R(a-b)^2=\frac{(a+b)^2-(a-b)^2}{4}=ab.$$

Dividing by the positive sum of the half spacings gives

$$E_o-E_e=\frac{ab}{R(a+b)+R(a-b)}.$$

The sign is informative too: the even state is lower when both levels lie on the same side of zero, and the odd state is lower when they lie on opposite sides.

In `splitting_formula`, `IsLeast.unique` identifies `Eo` and `Ee` with the values from `lowest_energy`. The positive denominator `hpos` allows the division to be cleared, and the last `linear_combination` is the difference of squares.

```lean
/-- Exact parity splitting for `t > 0`: the lowest odd energy minus the lowest even
energy is `a b` divided by the sum of the half spacings of the two blocks. -/
theorem splitting_formula {a b t Eo Ee : ℝ} (ht : 0 < t)
    (ho : IsLowestEnergy (oddBlock a b t) Eo)
    (he : IsLowestEnergy (evenBlock a b t) Ee) :
    Eo - Ee = a * b / (halfGap (a + b) t + halfGap (a - b) t) := by
  have h1 : Eo = (a + b) / 2 - halfGap (a - b) t :=
    IsLeast.unique ho (lowest_energy a b ht)
  have h2 : Ee = (0 + (a + b)) / 2 - halfGap (0 - (a + b)) t :=
    IsLeast.unique he (lowest_energy 0 (a + b) ht)
  have h3 : halfGap (0 - (a + b)) t = halfGap (a + b) t := by
    unfold halfGap
    congr 1
    ring
  have hsq : ∀ d : ℝ, halfGap d t ^ 2 = (d / 2) ^ 2 + t ^ 2 := fun d =>
    Real.sq_sqrt (by positivity)
  have hpos : 0 < halfGap (a + b) t + halfGap (a - b) t := by
    linarith [(halfGap_bounds (a + b) ht).1, (halfGap_bounds (a - b) ht).1]
  -- the mean levels agree, so only the difference of the half spacings is left
  rw [eq_div_iff hpos.ne', h1, h2, h3]
  linear_combination hsq (a + b) - hsq (a - b)
```

The same argument settles the highest energies, which are $m+R(d)$. Their odd-minus-even difference is $R(a-b)-R(a+b)$, the negative of the splitting above. This companion result is derived here by hand and is not part of the file.

To bound the splitting, add the estimates for the two half spacings:

$$2t\le R(a+b)+R(a-b)\le 2t+\frac{|a+b|+|a-b|}{2}\le 2t+\max(|a|,|b|).$$

The last step uses $|a+b|+|a-b|\le 2\max(|a|,|b|)$. To see this, choose the signs that open the two absolute values on the left; the sum is then one of $\pm2a$, $\pm2b$. Dividing $|ab|$ by the first, second and last expressions in this chain gives

$$\frac{|ab|}{2t+\max(|a|,|b|)}\le |E_o-E_e|\le\frac{|ab|}{2t}.$$

`splitting_two_sided` does the sign cases with `abs_cases`, then compares fractions that have the same numerator.

```lean
/-- For `t > 0` the parity splitting is at least `|a b| / (2t + max(|a|, |b|))` and
at most `|a b| / (2t)`. -/
theorem splitting_two_sided {a b t Eo Ee : ℝ} (ht : 0 < t)
    (ho : IsLowestEnergy (oddBlock a b t) Eo)
    (he : IsLowestEnergy (evenBlock a b t) Ee) :
    |a * b| / (2 * t + max |a| |b|) ≤ |Eo - Ee| ∧
      |Eo - Ee| ≤ |a * b| / (2 * t) := by
  obtain ⟨l1, u1⟩ := halfGap_bounds (a + b) ht
  obtain ⟨l2, u2⟩ := halfGap_bounds (a - b) ht
  have hpos : 0 < halfGap (a + b) t + halfGap (a - b) t := by linarith
  have hmax : |a + b| + |a - b| ≤ 2 * max |a| |b| := by
    have ha := le_max_left |a| |b|
    have hb := le_max_right |a| |b|
    rcases abs_cases (a + b) with h | h <;> rcases abs_cases (a - b) with h' | h' <;>
      linarith [le_abs_self a, neg_le_abs a, le_abs_self b, neg_le_abs b]
  rw [splitting_formula ht ho he, abs_div, abs_of_pos hpos]
  exact ⟨div_le_div_of_nonneg_left (abs_nonneg _) hpos (by linarith),
    div_le_div_of_nonneg_left (abs_nonneg _) (by linarith) (by linarith)⟩
```

The main theorem collects the two claims. A fraction with a positive denominator vanishes exactly when its numerator does, so $E_o=E_e$ is equivalent to $ab=0$. In the proof, `div_eq_zero_iff` leaves two alternatives, and `hpos.ne'` removes the one with a vanishing denominator. The bound is the second half of the previous theorem.

```lean
/-- Two-dot Kitaev chain with `t > 0`: the lowest odd and even energies coincide
exactly when at least one dot level is zero, and they never differ by more than
`|a b| / (2t)`. -/
theorem parity_degeneracy {a b t Eo Ee : ℝ} (ht : 0 < t)
    (ho : IsLowestEnergy (oddBlock a b t) Eo)
    (he : IsLowestEnergy (evenBlock a b t) Ee) :
    (Eo = Ee ↔ a * b = 0) ∧ |Eo - Ee| ≤ |a * b| / (2 * t) := by
  refine ⟨?_, (splitting_two_sided ht ho he).2⟩
  have hpos : 0 < halfGap (a + b) t + halfGap (a - b) t := by
    linarith [(halfGap_bounds (a + b) ht).1, (halfGap_bounds (a - b) ht).1]
  rw [← sub_eq_zero, splitting_formula ht ho he, div_eq_zero_iff,
    or_iff_left hpos.ne']
```

For a numerical instance, take $t=12$, $a=14$ and $b=4$ in any energy unit. Then $R(a+b)=\sqrt{81+144}=15$ and $R(a-b)=\sqrt{25+144}=13$. With mean level $9$, the lowest energies are $E_o=-4$ and $E_e=-6$, so the splitting is $2$, in agreement with $56/28$. The bounds are $56/38\approx1.47$ and $56/24\approx2.33$. Setting $b=0$ while keeping $a=14$ makes both lowest energies $7-\sqrt{193}$.

What happens without $t>0$ depends on which claim is meant. At $t=0$ the lowest energies are $\min(a,b)$ and $\min(0,a+b)$. They still coincide exactly when $ab=0$, but for $a=b=s>0$ they differ by $s$, which no fixed multiple of $s^2$ bounds as $s$ tends to zero. For $t<0$ the energies depend only on $t^2$, so the results hold with $|t|$ in place of $t$; the bound as written would have a negative right-hand side whenever $ab\ne0$.

## A competing bound must hold for all detunings

The last theorem asks whether the constant $1/(2t)$ can be improved. Its hypothesis `hC` says that, at fixed $t$, a single number $C$ satisfies $|E_o-E_e|\le C|ab|$ for every pair of dot levels. Physically, $C$ would be an upper limit on the sensitivity to joint detuning, valid wherever the dots are set. The conclusion is $C\ge1/(2t)$.

By hand, set $a=b=s>0$. The lower bound on the splitting and the assumed upper bound give

$$\frac{s^2}{2t+s}\le C s^2,\qquad\text{hence}\qquad 1\le C(2t+s).$$

Letting $s$ tend to zero yields $1\le 2tC$.

In the proof, `key` is the inequality $1\le C(2t+s)$, with the energies supplied by `lowest_energy`. It forces $C>0$, so it can be rewritten as $1/C\le 2t+s$. The limit is taken by `le_of_forall_pos_le_add`: a number that is at most $2t+s$ for every positive $s$ is at most $2t$.

```lean
/-- The constant is optimal: for `t > 0`, if the parity splitting is at most
`C |a b|` for all dot levels `a` and `b`, then `C` is at least `1 / (2t)`. -/
theorem splitting_constant_optimal {t C : ℝ} (ht : 0 < t)
    (hC : ∀ a b Eo Ee : ℝ, IsLowestEnergy (oddBlock a b t) Eo →
      IsLowestEnergy (evenBlock a b t) Ee → |Eo - Ee| ≤ C * |a * b|) :
    1 / (2 * t) ≤ C := by
  -- detune both dots by the same small amount `s`
  have key : ∀ s : ℝ, 0 < s → 1 ≤ C * (2 * t + s) := by
    intro s hs
    have ho : IsLowestEnergy (oddBlock s s t) _ := lowest_energy s s ht
    have he : IsLowestEnergy (evenBlock s s t) _ := lowest_energy 0 (s + s) ht
    have h := (splitting_two_sided ht ho he).1.trans (hC s s _ _ ho he)
    rw [max_self, abs_of_pos hs, abs_of_pos (mul_pos hs hs),
      div_le_iff₀ (by positivity)] at h
    exact le_of_mul_le_mul_left (by linarith) (mul_pos hs hs)
  have hC0 : 0 < C := by
    by_contra hn
    nlinarith [key 1 one_pos, mul_nonneg (sub_nonneg.mpr (not_lt.mp hn))
      (show 0 ≤ 2 * t + 1 by positivity)]
  -- let `s` tend to zero
  have h2 : 1 / C ≤ 2 * t := le_of_forall_pos_le_add fun s hs => by
    rw [div_le_iff₀ hC0]
    linarith [key s hs]
  rw [div_le_iff₀ hC0] at h2
  rw [div_le_iff₀ (by positivity)]
  linarith

end

end TwoDotKitaevChain
```

```lean
#print axioms TwoDotKitaevChain.parity_degeneracy
#print axioms TwoDotKitaevChain.splitting_constant_optimal
```

```
'TwoDotKitaevChain.parity_degeneracy' depends on axioms: [propext, Classical.choice, Quot.sound]
'TwoDotKitaevChain.splitting_constant_optimal' depends on axioms: [propext, Classical.choice, Quot.sound]
```

The proof uses `hC` only for equal detunings, and the limit needs only arbitrarily small ones. If the bound were required only along a one-dot scan, say with $b=0$, it would read $0\le0$ and put no restriction on $C$. The parity splitting along such a scan therefore carries no information about the sensitivity to joint detuning in this model. The gap between the two levels of one parity block does: at $b=0$ it is $2R(a)$, which determines $t$ when $a$ is known.
